# Janak's theorem for the finite-basis Hartree–Fock energy with relaxing orbitals

In a Hartree–Fock calculation with fractional occupations, the slope of the energy with respect to one occupation can be read off as an orbital energy at convergence, without solving for the response of the orbitals. This holds for a finite orthonormal basis and orbitals that change differentiably and stay orthonormal. Janak's theorem is best known for Kohn–Sham theory; the energy treated here is the Hartree–Fock one, quadratic in the density matrix, with no exchange-correlation functional.

## Integrals, energy and Fock matrix

Basis functions are labelled by $p,q,r,s$ in a finite set `b`, orbitals by $i,j$ in a finite set `o`. The coefficient matrix $C$ may be rectangular.

In Lean 4 with Mathlib:

```lean
import Mathlib

open Matrix

namespace JanakRelaxingOrbitals

noncomputable section

variable {b o : Type*} [Fintype b] [Fintype o] [DecidableEq o]
```

The real two-electron integrals $g_{pqrs}=(pq|rs)$ satisfy $(pq|rs)=(qp|rs)$ and $(pq|rs)=(rs|pq)$, which together generate the eightfold symmetry.

```lean
/-- Permutational symmetry of real two-electron integrals `(pq|rs)`; the two listed
exchanges generate all eight permutations. -/
structure EightfoldSymm (g : b → b → b → b → ℝ) : Prop where
  bra : ∀ p q r s, g p q r s = g q p r s
  pairs : ∀ p q r s, g p q r s = g r s p q
```

Coulomb and exchange enter through one combination with a real exchange weight $x$:
$$c_{pqrs}=(pq|rs)-x\,(pr|qs).$$
The value $x=1/2$ describes closed shells with a spin-summed density, and $x=1$ electrons all of one spin, or a general calculation in a basis of spin orbitals. At $x=0$ only the Coulomb term remains, with the self-interaction included.

```lean
/-- Coulomb integral minus `x` times the exchange integral. -/
def coupling (g : b → b → b → b → ℝ) (x : ℝ) (p q r s : b) : ℝ :=
  g p q r s - x * g p r q s
```

With $h$ the one-electron matrix and $D$ the density matrix, the Fock matrix is
$$F_{pq}=h_{pq}+\sum_{rs}c_{pqrs}D_{rs}.$$

```lean
/-- The Fock matrix of the density matrix `D`, with exchange weight `x`. -/
def fock (h : Matrix b b ℝ) (g : b → b → b → b → ℝ) (x : ℝ) (D : Matrix b b ℝ) :
    Matrix b b ℝ :=
  Matrix.of fun p q => h p q + ∑ r, ∑ s, coupling g x p q r s * D r s
```

The electronic energy is
$$E(D)=\sum_{pq}h_{pq}D_{pq}+\tfrac12\sum_{pqrs}c_{pqrs}D_{pq}D_{rs}.$$

```lean
/-- The Hartree-Fock energy of the density matrix `D`, with exchange weight `x`. -/
def energy (h : Matrix b b ℝ) (g : b → b → b → b → ℝ) (x : ℝ) (D : Matrix b b ℝ) : ℝ :=
  ∑ p, ∑ q, h p q * D p q
    + 1 / 2 * ∑ p, ∑ q, ∑ r, ∑ s, coupling g x p q r s * D p q * D r s
```

Orbitals $C$ with occupations $n_i$ give $D=CNC^T$, where $N=\mathrm{diag}(n)$. The occupations are arbitrary real numbers; neither their range nor their sum is constrained.

```lean
/-- The density matrix of orbitals `C` with occupation numbers `n`. -/
def density (C : Matrix b o ℝ) (n : o → ℝ) : Matrix b b ℝ :=
  C * diagonal n * Cᵀ
```

Let the orbitals and occupations depend on a real parameter $t$, and let a prime denote a derivative at $t_0$. The product rule suggests
$$D'=C'NC^T+CN'C^T+CNC'^T.$$

```lean
/-- First-order change of the density matrix when orbitals and occupations change at
rates `C'` and `n'`. -/
def densityResponse (C C' : Matrix b o ℝ) (n n' : o → ℝ) : Matrix b b ℝ :=
  C' * diagonal n * Cᵀ + C * diagonal n' * Cᵀ + C * diagonal n * C'ᵀ
```

All three terms have the form $A\,\mathrm{diag}(d)\,B^T$, with entries $\sum_i A_{pi}d_iB_{qi}$.

```lean
omit [Fintype b] in
private lemma triple_apply (A B : Matrix b o ℝ) (d : o → ℝ) (p q : b) :
    (A * diagonal d * Bᵀ) p q = ∑ i, A p i * d i * B q i := by
  rw [Matrix.mul_apply]
  simp only [Matrix.mul_diagonal, Matrix.transpose_apply]
```

## The derivative of the energy

The density is symmetric, and the integral symmetries give $c_{qprs}=c_{pqsr}$. Hence, for symmetric $h$,
$$F_{qp}=h_{pq}+\sum_{rs}c_{pqsr}D_{sr}=F_{pq}.$$
In the proof, `hD` and `hc` are these two symmetries, and `Finset.sum_comm` exchanges the summation indices.

```lean
/-- The Fock matrix built from an orbital density is symmetric. -/
theorem fock_isSymm {h : Matrix b b ℝ} {g : b → b → b → b → ℝ} (hh : h.IsSymm)
    (hg : EightfoldSymm g) (x : ℝ) (C : Matrix b o ℝ) (n : o → ℝ) :
    (fock h g x (density C n)).IsSymm := by
  have hD : ∀ r s, density C n s r = density C n r s := by
    intro r s
    rw [density, triple_apply, triple_apply]
    exact Finset.sum_congr rfl fun i _ => by ring
  have hc : ∀ p q r s, coupling g x q p r s = coupling g x p q s r := by
    intro p q r s
    unfold coupling
    rw [hg.bra q p r s, hg.pairs p q r s, hg.bra r s p q, hg.pairs s r p q,
      hg.pairs q r p s]
  ext p q
  simp only [Matrix.transpose_apply, fock, Matrix.of_apply]
  rw [hh.apply p q, Finset.sum_comm]
  congr 1
  exact Finset.sum_congr rfl fun s _ => Finset.sum_congr rfl fun r _ => by
    rw [hc p q r s, hD s r]
```

Differentiating the energy gives
$$E'=\sum_{pq}h_{pq}D'_{pq}+\tfrac12\sum_{pqrs}c_{pqrs}\left(D'_{pq}D_{rs}+D_{pq}D'_{rs}\right).$$
Since $c_{rspq}=c_{pqrs}$, exchanging the pairs $pq$ and $rs$ shows that the two quadratic terms are equal. The factor $1/2$ cancels, and $E'=\sum_{pq}F_{pq}D'_{pq}$. Below, `h1` and `h2` differentiate the two parts of the energy, `hs` equates the quadratic terms, and `hF` expands the Fock contraction. `HasDerivAt f f' t₀` means that `f` is differentiable at `t₀` with derivative `f'`.

```lean
/-- The energy changes at the rate given by the Fock matrix contracted with the rate of
change of the density matrix. -/
theorem hasDerivAt_energy (h : Matrix b b ℝ) {g : b → b → b → b → ℝ}
    (hg : EightfoldSymm g) (x : ℝ) {D : ℝ → Matrix b b ℝ} {D' : Matrix b b ℝ} {t₀ : ℝ}
    (hD : ∀ p q, HasDerivAt (fun t => D t p q) (D' p q) t₀) :
    HasDerivAt (fun t => energy h g x (D t))
      (∑ p, ∑ q, fock h g x (D t₀) p q * D' p q) t₀ := by
  have hc : ∀ p q r s, coupling g x r s p q = coupling g x p q r s := by
    intro p q r s
    unfold coupling
    rw [hg.pairs r s p q, hg.bra r p s q, hg.pairs p r s q, hg.bra s q p r,
      hg.pairs q s p r]
  have sw : ∀ f : b → b → b → b → ℝ,
      ∑ p, ∑ q, ∑ r, ∑ s, f p q r s = ∑ p, ∑ q, ∑ r, ∑ s, f r s p q := by
    intro f
    have := Finset.sum_comm (s := (Finset.univ : Finset (b × b)))
      (t := (Finset.univ : Finset (b × b))) (f := fun y z => f y.1 y.2 z.1 z.2)
    simpa only [Fintype.sum_prod_type] using this
  have h1 : HasDerivAt (fun t => ∑ p, ∑ q, h p q * D t p q)
      (∑ p, ∑ q, h p q * D' p q) t₀ :=
    HasDerivAt.fun_sum fun p _ => HasDerivAt.fun_sum fun q _ => (hD p q).const_mul _
  have h2 : HasDerivAt
      (fun t => ∑ p, ∑ q, ∑ r, ∑ s, coupling g x p q r s * D t p q * D t r s)
      (∑ p, ∑ q, ∑ r, ∑ s, (coupling g x p q r s * D' p q * D t₀ r s
        + coupling g x p q r s * D t₀ p q * D' r s)) t₀ :=
    HasDerivAt.fun_sum fun p _ => HasDerivAt.fun_sum fun q _ =>
      HasDerivAt.fun_sum fun r _ => HasDerivAt.fun_sum fun s _ =>
        ((hD p q).const_mul _).fun_mul (hD r s)
  -- the two halves of the quadratic term agree, which cancels the factor 1/2
  have hs : ∑ p, ∑ q, ∑ r, ∑ s, coupling g x p q r s * D t₀ p q * D' r s
      = ∑ p, ∑ q, ∑ r, ∑ s, coupling g x p q r s * D' p q * D t₀ r s := by
    rw [sw]
    exact Finset.sum_congr rfl fun p _ => Finset.sum_congr rfl fun q _ =>
      Finset.sum_congr rfl fun r _ => Finset.sum_congr rfl fun s _ => by
        rw [hc p q r s]; ring
  have hF : ∑ p, ∑ q, fock h g x (D t₀) p q * D' p q = ∑ p, ∑ q, h p q * D' p q
      + ∑ p, ∑ q, ∑ r, ∑ s, coupling g x p q r s * D' p q * D t₀ r s := by
    simp only [fock, Matrix.of_apply, add_mul, Finset.sum_add_distrib, Finset.sum_mul]
    congr 1
    exact Finset.sum_congr rfl fun p _ => Finset.sum_congr rfl fun q _ =>
      Finset.sum_congr rfl fun r _ => Finset.sum_congr rfl fun s _ => by ring
  refine (h1.fun_add (h2.const_mul (1 / 2))).congr_deriv ?_
  rw [hF]
  simp only [Finset.sum_add_distrib]
  rw [hs]
  ring
```

The formula for $D'$ follows by differentiating $\sum_i C_{pi}n_iC_{qi}$ term by term.

```lean
omit [Fintype b] in
/-- The density matrix changes at the rate `densityResponse`. -/
theorem hasDerivAt_density {C : ℝ → Matrix b o ℝ} {C' : Matrix b o ℝ} {n : ℝ → o → ℝ}
    {n' : o → ℝ} {t₀ : ℝ} (hC : ∀ p i, HasDerivAt (fun t => C t p i) (C' p i) t₀)
    (hn : ∀ i, HasDerivAt (fun t => n t i) (n' i) t₀) (p q : b) :
    HasDerivAt (fun t => density (C t) (n t) p q)
      (densityResponse (C t₀) C' (n t₀) n' p q) t₀ := by
  simp only [density, densityResponse, Matrix.add_apply, triple_apply]
  refine HasDerivAt.congr_deriv (HasDerivAt.fun_sum fun i _ =>
    ((hC p i).fun_mul (hn i)).fun_mul (hC q i)) ?_
  rw [← Finset.sum_add_distrib, ← Finset.sum_add_distrib]
  exact Finset.sum_congr rfl fun i _ => by ring
```

## Cancellation of the orbital response

Orthonormality, $C(t)^TC(t)=1$, holds for every $t$. Its derivative is therefore
$$C'^TC+C^TC'=0.$$
The proof differentiates each overlap entry twice, once by the product rule and once as a constant, and uses uniqueness of the derivative.

```lean
omit [Fintype o] in
/-- Orbitals that stay orthonormal have an antisymmetric first-order overlap. -/
theorem orthonormal_response {C : ℝ → Matrix b o ℝ} {C' : Matrix b o ℝ} {t₀ : ℝ}
    (hC : ∀ p i, HasDerivAt (fun t => C t p i) (C' p i) t₀)
    (hCC : ∀ t, (C t)ᵀ * C t = 1) : C'ᵀ * C t₀ + (C t₀)ᵀ * C' = 0 := by
  ext i j
  have h1 : HasDerivAt (fun t => ∑ p, C t p i * C t p j)
      (∑ p, (C' p i * C t₀ p j + C t₀ p i * C' p j)) t₀ :=
    HasDerivAt.fun_sum fun p _ => (hC p i).fun_mul (hC p j)
  have hc : (fun t => ∑ p, C t p i * C t p j) = fun _ => (1 : Matrix o o ℝ) i j := by
    funext t
    rw [← hCC t]
    simp only [Matrix.mul_apply, Matrix.transpose_apply]
  rw [hc] at h1
  have h2 := h1.unique (hasDerivAt_const t₀ _)
  simpa [Matrix.mul_apply, Finset.sum_add_distrib] using h2
```

Write $\varepsilon=\mathrm{diag}(e)$, where the $e_i$ are the orbital energies, and suppose $FC=C\varepsilon$. Transposing gives $C^TF=\varepsilon C^T$. Cyclicity of the trace and the fact that diagonal matrices commute turn the two orbital terms into
$$\mathrm{Tr}(FC'NC^T)+\mathrm{Tr}(FCNC'^T)=\mathrm{Tr}\left[N\varepsilon\,(C^TC'+C'^TC)\right]=0.$$
The occupation term is
$$\mathrm{Tr}(FCN'C^T)=\mathrm{Tr}(\varepsilon N'C^TC)=\sum_i n_i'e_i.$$
The steps `h1` and `hR` rearrange the traces, `h0` is the cancellation, and `h2` evaluates what remains.

```lean
/-- For orthonormal eigenvectors `C` of a symmetric `F`, and a response `C'` that preserves
orthonormality to first order, the trace of `F` with the density response is the sum of the
occupation changes weighted by the eigenvalues. -/
theorem trace_response {F : Matrix b b ℝ} {C C' : Matrix b o ℝ} {e : o → ℝ}
    (n n' : o → ℝ) (hF : F.IsSymm) (hFC : F * C = C * diagonal e) (hCC : Cᵀ * C = 1)
    (hC' : C'ᵀ * C + Cᵀ * C' = 0) :
    trace (F * densityResponse C C' n n') = ∑ i, n' i * e i := by
  have hL : Cᵀ * F = diagonal e * Cᵀ := by
    have := congrArg Matrix.transpose hFC
    rwa [Matrix.transpose_mul, Matrix.transpose_mul, hF.eq, diagonal_transpose] at this
  have hEN : diagonal e * diagonal n = diagonal n * diagonal e := by
    simp only [diagonal_mul_diagonal, mul_comm]
  have hR : ∀ (M : Matrix o o ℝ) (B : Matrix b o ℝ),
      trace (F * (C * M * Bᵀ)) = trace (diagonal e * M * (Bᵀ * C)) := by
    intro M B
    have : F * (C * M * Bᵀ) = C * (diagonal e * M * Bᵀ) := by
      simp only [← Matrix.mul_assoc, hFC]
    rw [this, Matrix.trace_mul_comm, Matrix.mul_assoc]
  have h1 : trace (F * (C' * diagonal n * Cᵀ))
      = trace (diagonal n * diagonal e * (Cᵀ * C')) := by
    rw [← Matrix.mul_assoc, Matrix.trace_mul_comm, ← Matrix.mul_assoc, hL,
      ← Matrix.mul_assoc, Matrix.trace_mul_comm]
    simp only [Matrix.mul_assoc]
  have h2 : trace (F * (C * diagonal n' * Cᵀ)) = ∑ i, n' i * e i := by
    rw [hR, hCC, Matrix.mul_one, diagonal_mul_diagonal, trace_diagonal]
    exact Finset.sum_congr rfl fun i _ => mul_comm _ _
  -- orbital relaxation cancels by orthonormality
  have h0 : trace (diagonal n * diagonal e * (C'ᵀ * C))
      + trace (diagonal n * diagonal e * (Cᵀ * C')) = 0 := by
    rw [← Matrix.trace_add, ← Matrix.mul_add, hC', Matrix.mul_zero, Matrix.trace_zero]
  rw [densityResponse, Matrix.mul_add, Matrix.mul_add, Matrix.trace_add, Matrix.trace_add,
    h1, h2, hR, hEN]
  linarith
```

Because $F$ is symmetric, $\sum_{pq}F_{pq}D'_{pq}=\mathrm{Tr}(FD')$, and so
$$\left.\frac{dE}{dt}\right|_{t_0}=\sum_i n_i'(t_0)\,e_i.$$
The hypothesis `hFC` is the self-consistent Fock equation for all orbitals in `o`, needed only at `t₀`; away from it the orbitals need only be orthonormal. Differentiability of the path is assumed, not derived from the Fock equation.

```lean
/-- **Janak's theorem with relaxing orbitals.** If orbitals that stay orthonormal and are
differentiable at `t₀`, like their occupations, solve the Fock equation at `t₀`, the energy changes
there at the rate `∑ nᵢ' eᵢ`. -/
theorem janak {h : Matrix b b ℝ} {g : b → b → b → b → ℝ} (hh : h.IsSymm)
    (hg : EightfoldSymm g) (x : ℝ) {C : ℝ → Matrix b o ℝ} {C' : Matrix b o ℝ}
    {n : ℝ → o → ℝ} {n' e : o → ℝ} {t₀ : ℝ}
    (hC : ∀ p i, HasDerivAt (fun t => C t p i) (C' p i) t₀)
    (hn : ∀ i, HasDerivAt (fun t => n t i) (n' i) t₀)
    (hCC : ∀ t, (C t)ᵀ * C t = 1)
    (hFC : fock h g x (density (C t₀) (n t₀)) * C t₀ = C t₀ * diagonal e) :
    HasDerivAt (fun t => energy h g x (density (C t) (n t))) (∑ i, n' i * e i) t₀ := by
  have hF := fock_isSymm hh hg x (C t₀) (n t₀)
  refine (hasDerivAt_energy h hg x (hasDerivAt_density hC hn)).congr_deriv ?_
  rw [← trace_response (n t₀) n' hF hFC (hCC t₀) (orthonormal_response hC hCC),
    Finset.sum_comm]
  simp only [Matrix.trace, Matrix.diag_apply, Matrix.mul_apply]
  exact Finset.sum_congr rfl fun q _ => Finset.sum_congr rfl fun p _ => by
    rw [hF.apply q p]
```

## One occupation and finite energy differences

If $n_i'=1$ and all other occupations have zero rate, the sum reduces to $e_i$. As in `janak`, the orbitals must be differentiable at $t_0$.

```lean
/-- Let orbitals that stay orthonormal solve the Fock equation at `t₀`. If the occupation of orbital
`i` changes there at unit rate and the other occupations at rate zero, the energy changes at the
rate `eᵢ`, even if the orbitals change too. -/
theorem janak_single {h : Matrix b b ℝ} {g : b → b → b → b → ℝ} (hh : h.IsSymm)
    (hg : EightfoldSymm g) (x : ℝ) {C : ℝ → Matrix b o ℝ} {C' : Matrix b o ℝ}
    {n : ℝ → o → ℝ} {e : o → ℝ} {t₀ : ℝ} (i : o)
    (hC : ∀ p j, HasDerivAt (fun t => C t p j) (C' p j) t₀)
    (hn : ∀ j, HasDerivAt (fun t => n t j) (if j = i then 1 else 0) t₀)
    (hCC : ∀ t, (C t)ᵀ * C t = 1)
    (hFC : fock h g x (density (C t₀) (n t₀)) * C t₀ = C t₀ * diagonal e) :
    HasDerivAt (fun t => energy h g x (density (C t) (n t))) (e i) t₀ :=
  (janak hh hg x (n' := fun j => if j = i then 1 else 0) hC hn hCC hFC).congr_deriv
    (by simp)
```

If the Fock equation holds along the whole path, integration gives
$$E(t_2)-E(t_1)=\int_{t_1}^{t_2}e_i(t)\,dt.$$
Continuity of the integrand comes from $e_i=\sum_{pq}C_{pi}F_{pq}C_{qi}$, a finite sum of continuous functions; the fundamental theorem of calculus does the rest. The hypotheses are imposed for all real $t$, although the integral covers only one interval, so the growing occupation also takes values outside the physical range.

```lean
/-- Along a differentiable path of orthonormal self-consistent solutions on which the occupation of
orbital `i` grows at unit rate and the other occupations are fixed, the energy difference is the
integral of the orbital energy `eᵢ`. -/
theorem energy_difference {h : Matrix b b ℝ} {g : b → b → b → b → ℝ} (hh : h.IsSymm)
    (hg : EightfoldSymm g) (x : ℝ) {C C' : ℝ → Matrix b o ℝ} {n e : ℝ → o → ℝ} (i : o)
    (hC : ∀ t p j, HasDerivAt (fun u => C u p j) (C' t p j) t)
    (hn : ∀ t j, HasDerivAt (fun u => n u j) (if j = i then 1 else 0) t)
    (hCC : ∀ t, (C t)ᵀ * C t = 1)
    (hFC : ∀ t, fock h g x (density (C t) (n t)) * C t = C t * diagonal (e t))
    (t₁ t₂ : ℝ) :
    ∫ t in t₁..t₂, e t i = energy h g x (density (C t₂) (n t₂))
      - energy h g x (density (C t₁) (n t₁)) := by
  have cC : ∀ p j, Continuous fun t => C t p j := fun p j =>
    continuous_iff_continuousAt.2 fun t => (hC t p j).continuousAt
  have cD : ∀ p q, Continuous fun t => density (C t) (n t) p q := fun p q =>
    continuous_iff_continuousAt.2 fun t =>
      (hasDerivAt_density (n' := fun j => if j = i then 1 else 0)
        (hC t) (hn t) p q).continuousAt
  -- the orbital energy is an expectation value of the Fock matrix, hence continuous
  have he : (fun t => e t i) = fun t => ∑ p, C t p i *
      ∑ q, fock h g x (density (C t) (n t)) p q * C t q i := by
    funext t
    have h1 : (C t)ᵀ * (fock h g x (density (C t) (n t)) * C t) = diagonal (e t) := by
      rw [hFC t, ← Matrix.mul_assoc, hCC t, Matrix.one_mul]
    have h2 := congrFun (congrFun h1 i) i
    simp only [Matrix.mul_apply, Matrix.transpose_apply, diagonal_apply_eq] at h2
    exact h2.symm
  have ce : Continuous fun t => e t i := by
    rw [he]
    refine continuous_finsetSum _ fun p _ => (cC p i).mul
      (continuous_finsetSum _ fun q _ => Continuous.mul ?_ (cC q i))
    simp only [fock, Matrix.of_apply]
    exact continuous_const.add (continuous_finsetSum _ fun r _ =>
      continuous_finsetSum _ fun s _ => continuous_const.mul (cD r s))
  exact intervalIntegral.integral_eq_sub_of_hasDerivAt
    (fun t _ => janak_single hh hg x i (hC t) (hn t) hCC (hFC t))
    (ce.intervalIntegrable _ _)
```

## Two sites with rotating orbitals

Take two sites with energies $a_0,a_1$ and a repulsion $U$ that acts only when all four indices coincide.

```lean
/-- On-site repulsion `U` on two sites. -/
def onSite (U : ℝ) (p q r s : Fin 2) : ℝ := if p = q ∧ q = r ∧ r = s then U else 0
```

The orbitals rotate by an angle $t$.

```lean
/-- Two orbitals rotated into each other by the angle `t`. -/
def rotation (t : ℝ) : Matrix (Fin 2) (Fin 2) ℝ :=
  !![Real.cos t, -Real.sin t; Real.sin t, Real.cos t]
```

At $t=0$ each orbital sits on one site, the density is $\mathrm{diag}(n)$, and the Fock matrix is diagonal with
$$e_i=a_i+(1-x)U n_i.$$
The orbitals nevertheless have a nonzero derivative there. For the integral symmetries, the proof uses that the condition that all four indices coincide does not depend on their order. It checks orthonormality from $\sin^2 t+\cos^2 t=1$ and the Fock equation entry by entry. Any occupations differentiable at $t=0$ with value $n$ there complete the input to `janak`.

```lean
/-- Two sites with energies `a`, on-site repulsion `U` and rotating orbitals meet the conditions of
`janak` on the integrals and orbitals at `t = 0`, for any occupations `n` there, with a nonzero
orbital response. -/
theorem janak_witness (a n : Fin 2 → ℝ) (U x : ℝ) :
    (diagonal a).IsSymm ∧ EightfoldSymm (onSite U) ∧
    (∀ t, (rotation t)ᵀ * rotation t = 1) ∧
    (∀ p i, HasDerivAt (fun t => rotation t p i)
      ((!![0, -1; 1, 0] : Matrix (Fin 2) (Fin 2) ℝ) p i) 0) ∧
    fock (diagonal a) (onSite U) x (density (rotation 0) n) * rotation 0
      = rotation 0 * diagonal (fun i => a i + (U - x * U) * n i) := by
  refine ⟨diagonal_transpose a, ⟨?_, ?_⟩, ?_, ?_, ?_⟩
  · intro p q r s
    unfold onSite
    refine if_congr ?_ rfl rfl
    constructor <;> rintro ⟨rfl, rfl, rfl⟩ <;> simp
  · intro p q r s
    unfold onSite
    refine if_congr ?_ rfl rfl
    constructor <;> rintro ⟨rfl, rfl, rfl⟩ <;> simp
  · intro t
    have h1 := Real.sin_sq_add_cos_sq t
    ext i j
    fin_cases i <;> fin_cases j <;>
      simp [rotation, Matrix.mul_apply, Fin.sum_univ_succ] <;> nlinarith [h1]
  · intro p i
    fin_cases p <;> fin_cases i
    · exact (Real.hasDerivAt_cos 0).congr_deriv (by simp)
    · exact (Real.hasDerivAt_sin 0).fun_neg.congr_deriv (by simp)
    · exact (Real.hasDerivAt_sin 0).congr_deriv (by simp)
    · exact (Real.hasDerivAt_cos 0).congr_deriv (by simp)
  · have h1 : rotation 0 = 1 := by
      ext i j
      fin_cases i <;> fin_cases j <;> simp [rotation]
    have h2 : density (1 : Matrix (Fin 2) (Fin 2) ℝ) n = diagonal n := by
      simp [density]
    rw [h1, h2, Matrix.mul_one, Matrix.one_mul]
    ext p q
    fin_cases p <;> fin_cases q <;>
      simp [fock, coupling, onSite, Fin.sum_univ_succ]

end

end JanakRelaxingOrbitals
```

```lean
#print axioms JanakRelaxingOrbitals.janak
-- 'JanakRelaxingOrbitals.janak' depends on axioms: [propext, Classical.choice, Quot.sound]
#print axioms JanakRelaxingOrbitals.energy_difference
-- 'JanakRelaxingOrbitals.energy_difference' depends on axioms: [propext, Classical.choice, Quot.sound]
```
